# A lossless, matched three-port is a circulator and breaks time reversal

## Must a lossless, reflectionless three-port break time reversal?

Take a three-port whose scattering matrix S is symmetric and has zero diagonal, so that its rows are

(0, x, y), (x, 0, z), (y, z, 0).

If the device is lossless, S is unitary and its rows are orthogonal. Any two rows overlap in only one column, so the three conditions are

y conj(z) = 0, x conj(z) = 0, x conj(y) = 0.

At least two of x, y, z must then vanish. But any two of them fill a whole row, and a zero row cannot have norm one. So no such device exists.

I would like the full statement behind this: that a lossless three-port with no reflection at any port must be a circulator, passing each input entirely to the next port around a ring, and must therefore break time reversal. Can it be made rigorous and machine-checked, with time reversal defined by what it does to waves and not simply as symmetry of S?

## Yes: the zeros run around the ring in one of two senses

Number the ports 0, 1, 2. Let a be the vector of incoming amplitudes and S a the vector of outgoing ones, so that Sᵢⱼ is the amplitude for going from port j to port i. Write Sᵀ for the transpose, conj(S) for the entrywise complex conjugate and Sᴴ for the conjugate transpose. Lossless means SᴴS = 1, and matched means Sᵢᵢ = 0 for every i.

**Time reversal and symmetry.** Time reversal conjugates the amplitudes and exchanges incoming with outgoing waves. If a goes in and S a comes out, the reversed process sends in conj(S a), and an invariant device must return conj(a):

S conj(S a) = conj(a) for every a.

The left side is S conj(S) conj(a), so the condition is equivalent to S conj(S) = 1. For a lossless S, multiplying on the left by Sᴴ gives conj(S) = Sᴴ, and conjugating gives S = Sᵀ. Conversely, if S = Sᵀ then conj(S) = Sᴴ, and S conj(S) = S Sᴴ = 1. This works for any number of ports.

**The classification.** Since S is square, SᴴS = 1 also gives S Sᴴ = 1, so the rows are orthonormal. With zero diagonal, orthogonality reads

S₀₂ conj(S₁₂) = 0

S₀₁ conj(S₂₁) = 0

S₁₀ conj(S₂₀) = 0

and normalisation reads

|S₀₁|² + |S₀₂|² = 1

|S₁₀|² + |S₁₂|² = 1

|S₂₀|² + |S₂₁|² = 1.

By the first orthogonality condition, S₀₂ = 0 or S₁₂ = 0.

Suppose S₀₂ = 0. Row 0 gives |S₀₁| = 1, so S₂₁ = 0. Row 2 then gives |S₂₀| = 1, so S₁₀ = 0, and row 1 gives |S₁₂| = 1. The surviving entries are S₀₁, S₁₂ and S₂₀. Let P be the cyclic permutation matrix with ones in those places. Multiplying by a diagonal matrix on the right scales columns, so

S = P diag(S₂₀, S₀₁, S₁₂).

Suppose instead S₁₂ = 0. Then |S₁₀| = 1, so S₂₀ = 0; then |S₂₁| = 1, so S₀₁ = 0; then |S₀₂| = 1. Hence

S = Pᵀ diag(S₁₀, S₂₁, S₀₂).

For the converse, let Q be P or Pᵀ and D a diagonal matrix of phases. Q is unitary, so

(QD)ᴴ(QD) = Dᴴ QᴴQ D = DᴴD = 1,

and QD has zero diagonal because Q has.

**The consequences.** In both cases, for two distinct ports i and j, one of Sᵢⱼ and Sⱼᵢ has modulus one and the other is zero. They are never equal, so S is not symmetric, and by the first step the device is not time-reversal invariant.

**Four ports.** Two rows of a zero-diagonal 4 × 4 matrix can overlap in two columns, and two products can cancel. A directional coupler with real c and s, c² + s² = 1, has the rows

(0, 0, c, is), (0, 0, is, c), (c, is, 0, 0), (is, c, 0, 0).

The first two rows have inner product c conj(is) + (is)c = −ics + ics = 0, and the last two behave in the same way. Rows from different pairs have no column in common, and every row has squared norm c² + s² = 1. The matrix is symmetric, so this device is lossless, matched and time-reversal invariant.

Here is the complete Lean file.

```lean
import Mathlib

open Matrix

namespace MatchedThreePort

variable {n : Type*} [Fintype n] [DecidableEq n]

/-- A scattering matrix is lossless when it is unitary. -/
def IsLossless (S : Matrix n n ℂ) : Prop := Sᴴ * S = 1

/-- A multiport is matched when no port reflects: the diagonal of `S` vanishes. -/
def IsMatched (S : Matrix n n ℂ) : Prop := ∀ i, S i i = 0

/-- Time-reversal invariance: sending in the conjugated outgoing amplitudes
returns the conjugated incoming amplitudes. -/
def IsTimeReversalInvariant (S : Matrix n n ℂ) : Prop :=
  ∀ a : n → ℂ, S *ᵥ star (S *ᵥ a) = star a

/-- The cyclic permutation matrix, which sends port 1 to 0, port 2 to 1 and port 0 to 2. -/
def cyclicShift : Matrix (Fin 3) (Fin 3) ℂ := !![0, 1, 0; 0, 0, 1; 1, 0, 0]

/-- A lossless multiport with any number of ports is time-reversal invariant
exactly when its scattering matrix is symmetric. -/
theorem timeReversal_iff_symmetric {S : Matrix n n ℂ} (hS : IsLossless S) :
    IsTimeReversalInvariant S ↔ Sᵀ = S := by
  unfold IsLossless at hS
  have key : ∀ a : n → ℂ, S *ᵥ star (S *ᵥ a) = (S * Sᴴᵀ) *ᵥ star a := by
    intro a
    rw [Matrix.star_mulVec, ← Matrix.mulVec_transpose, Matrix.mulVec_mulVec]
  constructor
  · intro h
    -- testing on a wave in a single port gives the matrix identity S conj(S) = 1
    have h1 : S * Sᴴᵀ = 1 := by
      ext i j
      have hs : star (Pi.single j (1 : ℂ) : n → ℂ) = Pi.single j 1 := by
        ext k
        by_cases hk : k = j <;> simp [hk]
      have h2 := congrFun (h (Pi.single j 1)) i
      rw [key, hs, Matrix.mulVec_single_one] at h2
      simpa [Pi.single_apply, Matrix.one_apply] using h2
    have h2 : Sᴴᵀ = Sᴴ := by
      calc Sᴴᵀ = (Sᴴ * S) * Sᴴᵀ := by rw [hS, one_mul]
        _ = Sᴴ := by rw [mul_assoc, h1, mul_one]
    ext i j
    have h3 : star (S i j) = star (S j i) := by
      have h4 := congrFun (congrFun h2 i) j
      rwa [Matrix.transpose_apply, Matrix.conjTranspose_apply,
        Matrix.conjTranspose_apply] at h4
    exact (star_injective h3).symm
  · intro h a
    have hc : Sᴴᵀ = Sᴴ := by
      ext i j
      have h1 : S j i = S i j := congrFun (congrFun h i) j
      rw [Matrix.transpose_apply, Matrix.conjTranspose_apply,
        Matrix.conjTranspose_apply, h1]
    rw [key, hc, mul_eq_one_comm.mp hS, Matrix.one_mulVec]

/-- Multiplying the incoming amplitudes of a lossless multiport by phases, one for each port, leaves
it lossless. -/
theorem lossless_mul_phases {Q : Matrix n n ℂ} (hQ : IsLossless Q) {d : n → ℂ}
    (hd : ∀ i, ‖d i‖ = 1) : IsLossless (Q * diagonal d) := by
  unfold IsLossless at *
  have hf : (fun i => star d i * d i) = fun _ => (1 : ℂ) := by
    funext i
    rw [Pi.star_apply, mul_comm, Complex.star_def, Complex.mul_conj,
      Complex.normSq_eq_norm_sq, hd i]
    norm_num
  rw [Matrix.conjTranspose_mul, mul_assoc, ← mul_assoc Qᴴ, hQ, one_mul,
    Matrix.diagonal_conjTranspose, Matrix.diagonal_mul_diagonal, hf, Matrix.diagonal_one]

/-- A three-port is lossless and matched exactly when its scattering matrix is a cyclic
permutation matrix, in one of the two senses of rotation, times a diagonal matrix of phases. -/
theorem lossless_matched_iff_circulator (S : Matrix (Fin 3) (Fin 3) ℂ) :
    (IsLossless S ∧ IsMatched S) ↔ ∃ d : Fin 3 → ℂ, (∀ i, ‖d i‖ = 1) ∧
      (S = cyclicShift * diagonal d ∨ S = cyclicShiftᵀ * diagonal d) := by
  constructor
  · rintro ⟨hS, hM⟩
    have h' : S * Sᴴ = 1 := mul_eq_one_comm.mp hS
    have e : ∀ i j, ∑ k, S i k * star (S j k) = (1 : Matrix (Fin 3) (Fin 3) ℂ) i j := by
      intro i j
      simpa [Matrix.mul_apply] using congrFun (congrFun h' i) j
    have nrm : ∀ i, ∑ k, ‖S i k‖ ^ 2 = 1 := by
      intro i
      have h1 := e i i
      rw [Matrix.one_apply_eq] at h1
      have h2 : ((∑ k, ‖S i k‖ ^ 2 : ℝ) : ℂ) = 1 := by
        rw [← h1, Complex.ofReal_sum]
        refine Finset.sum_congr rfl fun k _ => ?_
        rw [Complex.star_def, Complex.mul_conj, Complex.normSq_eq_norm_sq]
      exact_mod_cast h2
    have m0 := hM 0
    have m1 := hM 1
    have m2 := hM 2
    -- orthogonality of two rows leaves a single product
    have h01 : S 0 2 = 0 ∨ S 1 2 = 0 := by
      simpa [Fin.sum_univ_three, m0, m1, m2, Matrix.one_apply] using e 0 1
    have h02 : S 0 1 = 0 ∨ S 2 1 = 0 := by
      simpa [Fin.sum_univ_three, m0, m1, m2, Matrix.one_apply] using e 0 2
    have h12 : S 1 0 = 0 ∨ S 2 0 = 0 := by
      simpa [Fin.sum_univ_three, m0, m1, m2, Matrix.one_apply] using e 1 2
    have n0 := nrm 0
    have n1 := nrm 1
    have n2 := nrm 2
    rw [Fin.sum_univ_three] at n0 n1 n2
    rw [m0, norm_zero] at n0
    rw [m1, norm_zero] at n1
    rw [m2, norm_zero] at n2
    have p : ∀ z : ℂ, ‖z‖ ^ 2 = 1 → ‖z‖ = 1 := by
      intro z hz
      have h0 := norm_nonneg z
      exact le_antisymm (by nlinarith) (by nlinarith)
    -- normalisation of the rows carries the zeros around the ring
    rcases h01 with b | b
    · rw [b, norm_zero] at n0
      have f : S 2 1 = 0 := h02.resolve_left (fun h => by simp [h] at n0)
      rw [f, norm_zero] at n2
      have c : S 1 0 = 0 := h12.resolve_right (fun h => by simp [h] at n2)
      rw [c, norm_zero] at n1
      have q0 := p (S 0 1) (by linarith)
      have q1 := p (S 1 2) (by linarith)
      have q2 := p (S 2 0) (by linarith)
      refine ⟨![S 2 0, S 0 1, S 1 2], ?_, Or.inl ?_⟩
      · intro i
        fin_cases i <;> simp [q0, q1, q2]
      · ext i j
        fin_cases i <;> fin_cases j <;>
          simp [cyclicShift, Matrix.mul_diagonal, m0, m1, m2, b, c, f]
    · rw [b, norm_zero] at n1
      have f : S 2 0 = 0 := h12.resolve_left (fun h => by simp [h] at n1)
      rw [f, norm_zero] at n2
      have c : S 0 1 = 0 := h02.resolve_right (fun h => by simp [h] at n2)
      rw [c, norm_zero] at n0
      have q0 := p (S 0 2) (by linarith)
      have q1 := p (S 1 0) (by linarith)
      have q2 := p (S 2 1) (by linarith)
      refine ⟨![S 1 0, S 2 1, S 0 2], ?_, Or.inr ?_⟩
      · intro i
        fin_cases i <;> simp [q0, q1, q2]
      · ext i j
        fin_cases i <;> fin_cases j <;>
          simp [cyclicShift, Matrix.mul_diagonal, m0, m1, m2, b, c, f]
  · have hP : IsLossless cyclicShift := by
      unfold IsLossless
      ext i j
      fin_cases i <;> fin_cases j <;>
        simp [cyclicShift, Matrix.mul_apply, Fin.sum_univ_three]
    have hPt : IsLossless cyclicShiftᵀ := by
      unfold IsLossless
      ext i j
      fin_cases i <;> fin_cases j <;>
        simp [cyclicShift, Matrix.mul_apply, Fin.sum_univ_three]
    rintro ⟨d, hd, rfl | rfl⟩
    · refine ⟨lossless_mul_phases hP hd, fun i => ?_⟩
      fin_cases i <;> simp [cyclicShift, Matrix.mul_diagonal]
    · refine ⟨lossless_mul_phases hPt hd, fun i => ?_⟩
      fin_cases i <;> simp [cyclicShift, Matrix.mul_diagonal]

/-- Between any two distinct ports of a lossless matched three-port, transmission is
complete in one direction and absent in the other. -/
theorem perfect_isolation {S : Matrix (Fin 3) (Fin 3) ℂ} (hS : IsLossless S)
    (hM : IsMatched S) {i j : Fin 3} (hij : i ≠ j) :
    (‖S i j‖ = 1 ∧ S j i = 0) ∨ (S i j = 0 ∧ ‖S j i‖ = 1) := by
  obtain ⟨d, hd, h | h⟩ := (lossless_matched_iff_circulator S).1 ⟨hS, hM⟩ <;>
  · rw [h]
    revert hij
    fin_cases i <;> fin_cases j <;> simp [cyclicShift, Matrix.mul_diagonal, hd]

/-- The scattering matrix of a lossless matched three-port is not symmetric. -/
theorem not_symmetric {S : Matrix (Fin 3) (Fin 3) ℂ} (hS : IsLossless S)
    (hM : IsMatched S) : Sᵀ ≠ S := by
  intro h
  have e : S 1 0 = S 0 1 := congrFun (congrFun h 0) 1
  rcases perfect_isolation hS hM (i := 0) (j := 1) (by decide) with ⟨a, b⟩ | ⟨a, b⟩
  · rw [← e, b] at a
    simp at a
  · rw [e, a] at b
    simp at b

/-- A lossless matched three-port breaks time-reversal invariance. -/
theorem breaks_timeReversal {S : Matrix (Fin 3) (Fin 3) ℂ} (hS : IsLossless S)
    (hM : IsMatched S) : ¬ IsTimeReversalInvariant S :=
  fun h => not_symmetric hS hM ((timeReversal_iff_symmetric hS).1 h)

/-- A four-port directional coupler with through amplitude `c` and coupled amplitude `i s`. -/
noncomputable def coupler (c s : ℝ) : Matrix (Fin 4) (Fin 4) ℂ :=
  !![0, 0, (c : ℂ), Complex.I * s; 0, 0, Complex.I * s, (c : ℂ);
    (c : ℂ), Complex.I * s, 0, 0; Complex.I * s, (c : ℂ), 0, 0]

/-- With four ports there is no obstruction: the directional coupler with `c² + s² = 1` is
lossless, matched and time-reversal invariant. -/
theorem coupler_timeReversal {c s : ℝ} (h : c ^ 2 + s ^ 2 = 1) :
    IsLossless (coupler c s) ∧ IsMatched (coupler c s) ∧
      IsTimeReversalInvariant (coupler c s) := by
  have hC : (c : ℂ) ^ 2 + (s : ℂ) ^ 2 = 1 := by exact_mod_cast h
  have hL : IsLossless (coupler c s) := by
    unfold IsLossless
    ext i j
    fin_cases i <;> fin_cases j <;>
      simp [coupler, Matrix.mul_apply, Fin.sum_univ_four] <;>
      first
        | ring1
        | linear_combination hC - (s : ℂ) ^ 2 * Complex.I_sq
  refine ⟨hL, fun i => ?_, (timeReversal_iff_symmetric hL).2 ?_⟩
  · fin_cases i <;> simp [coupler]
  · ext i j
    fin_cases i <;> fin_cases j <;> simp [coupler]

end MatchedThreePort
```

```lean
#print axioms MatchedThreePort.breaks_timeReversal
#print axioms MatchedThreePort.coupler_timeReversal
```

```
'MatchedThreePort.breaks_timeReversal' depends on axioms: [propext, Classical.choice, Quot.sound]
'MatchedThreePort.coupler_timeReversal' depends on axioms: [propext, Classical.choice, Quot.sound]
```

### What the Lean statements say about the device

The ports are labelled by a finite type `n`, or by `Fin 3` and `Fin 4` for the specific devices. `IsLossless`, `IsMatched` and `IsTimeReversalInvariant` are the three conditions above, with `S *ᵥ a` for the outgoing wave and `star` for complex conjugation of a vector. The matrix P is `cyclicShift`, which carries port 1 to 0, port 2 to 1 and port 0 to 2; its transpose circulates the other way.

- `timeReversal_iff_symmetric` says that a lossless multiport of any finite size is time-reversal invariant exactly when `Sᵀ = S`.
- `lossless_matched_iff_circulator` says that a 3 × 3 matrix is lossless and matched if and only if it is `cyclicShift` or its transpose times `diagonal d`, with every `d i` of modulus one.
- `perfect_isolation`, `not_symmetric` and `breaks_timeReversal` state the three consequences.
- `coupler_timeReversal` states that the four-port coupler has all three properties.

The model has one mode per port and a single frequency or energy. Unitarity is assumed as the expression of flux conservation, so the amplitudes must be normalised to carry equal flux. Time reversal is plain conjugation in the port basis, which suits scalar waves when the outgoing mode at each port is chosen as the time reverse of the incoming one, phase included; an operation that also acts on spin would need another definition. It is applied to the device with its bias held fixed. A ferrite circulator breaks this symmetry through its magnetisation, which is not reversed along with the waves. The theorems concern exact zeros on the diagonal and give no bound for small reflections.

For coherent quantum transport of non-interacting, spinless particles through three single-channel leads, the result says that a junction without reflection in any lead at a given energy cannot be time-reversal invariant at that energy.

### How the Lean proof follows the algebra

In `timeReversal_iff_symmetric`, the matrix conj(S) appears as `Sᴴᵀ`. The step `key` rewrites S conj(S a) as S conj(S) acting on conj(a). To pass from "for every a" to a matrix identity, the proof inserts a unit wave in a single port, `Pi.single j 1`. That vector is real, so conjugation leaves it alone, and the condition reads off column j of S conj(S) = 1. The rest is the multiplication by Sᴴ and a comparison of entries.

`lossless_mul_phases` is the calculation for QD, valid for any number of ports; `hf` records that conj(dᵢ)dᵢ = 1.

In the classification, `mul_eq_one_comm` turns orthonormal columns into orthonormal rows. The entries of S Sᴴ = 1 are collected in `e`, and their diagonal part becomes the real normalisation conditions `nrm`. The facts `h01`, `h02` and `h12` are the three orthogonality conditions, already in the form "one factor vanishes". The split on `h01` opens the two senses of rotation. In each branch, `resolve_left` and `resolve_right` discard the alternative that would leave a zero row, which moves the next zero into place. The helper `p` turns |z|² = 1 into |z| = 1, and the phases are then listed explicitly and compared with S entry by entry. The converse checks that both permutation matrices are lossless and applies `lossless_mul_phases`.

`perfect_isolation` inserts the classified form and checks every pair of ports. `not_symmetric` needs only the pair 0, 1: symmetry would force one number to be zero and of modulus one. `breaks_timeReversal` combines this with the symmetry criterion. For the coupler, losslessness is checked entrywise, using c² + s² = 1 and i² = −1, and time-reversal invariance follows from symmetry.

### Two matched ports, and a check on computed scattering matrices

The same argument settles a neighbouring case, which I give in prose only. Let a lossless, reciprocal three-port be matched at ports 0 and 1 but not necessarily at port 2. Its rows are

(0, x, y), (x, 0, z), (y, z, w).

Orthogonality of the first two gives y conj(z) = 0. If y = 0, row 0 gives |x| = 1 and row 1 then gives z = 0; if z = 0, the same two rows give |x| = 1 and y = 0. Either way |w| = 1: ports 0 and 1 transmit perfectly to each other, and port 2 is disconnected and reflects everything.

In a numerical calculation, the corresponding quantities are the size of SᴴS − 1, the diagonal of S and the size of S − Sᵀ, computed at each energy or frequency. The last tests time reversal only if S is unitary, since an absorbing device can have a symmetric S without being invariant in the sense used here, and only if the modes follow the phase convention stated above: independent phases for incoming and outgoing modes can make S asymmetric even for an invariant device. If a three-port model is meant to be lossless and time-reversal invariant in the sense used here, its three reflection amplitudes cannot all vanish. An output in which they do, up to rounding, means that the computed matrix is not both unitary and symmetric: the model may contain absorption or a symmetry-breaking term, or the calculation may be at fault. Modes that are not normalised to equal flux cannot by themselves produce these zeros, since a change of normalisation only multiplies each entry of S by a nonzero factor. The index order also matters when such output is read: a program that stores the amplitude from port i to port j in entry (i, j) returns the transpose of the S used here, and a circulator then appears to run the other way.
